# The derivative of a product of two densities under a common shift integrates to zero against a bounded interaction k(x − y)

The declaration `integral_common_shift` concerns two electrons on a line, with one-electron densities f and g that are differentiable everywhere and integrable together with their derivatives; neither normalisation nor positivity is assumed. The interaction k(x − y) depends only on the separation, and k is measurable and bounded but need not be differentiable. The claim is that the integral over the plane of (f′(x)g(y) + f(x)g′(y)) k(x − y) is zero, where the bracket is the derivative of f(x)g(y) when both electrons are shifted together. The proof integrates by parts along the direction (1, 1), in which k(x − y) is constant and so has derivative zero.

The failing Lean file:

```lean
import Mathlib

open MeasureTheory

noncomputable section

namespace ElectronTransfer

/-- Two integrable one-electron densities coupled by a bounded measurable interaction
have an integrable product on the plane. -/
theorem integrable_coupled {k f g : ℝ → ℝ} {M : ℝ} (hk : Measurable k)
    (hM : ∀ u, |k u| ≤ M) (hf : Integrable f) (hg : Integrable g) :
    Integrable (fun z : ℝ × ℝ => f z.1 * g z.2 * k (z.1 - z.2)) := by
  have h : Integrable (fun z : ℝ × ℝ => f z.1 * g z.2) := hf.mul_prod hg
  refine (h.norm.mul_const M).mono' (h.aestronglyMeasurable.mul
    (hk.comp (measurable_fst.sub measurable_snd)).aestronglyMeasurable)
    (ae_of_all _ fun z => ?_)
  rw [norm_mul]
  exact mul_le_mul_of_nonneg_left (hM _) (norm_nonneg _)

/-- Translation invariance: for differentiable densities that are integrable and have integrable
derivatives, the derivative of their product under a common shift of both electrons integrates to
zero against a bounded measurable interaction `k (x - y)`. -/
theorem integral_common_shift {k f f' g g' : ℝ → ℝ} {M : ℝ} (hk : Measurable k)
    (hM : ∀ u, |k u| ≤ M) (hf : ∀ x, HasDerivAt f (f' x) x)
    (hg : ∀ x, HasDerivAt g (g' x) x) (If : Integrable f) (If' : Integrable f')
    (Ig : Integrable g) (Ig' : Integrable g') :
    ∫ z : ℝ × ℝ, (f' z.1 * g z.2 + f z.1 * g' z.2) * k (z.1 - z.2) = 0 := by
  haveI : (volume : Measure (ℝ × ℝ)).IsAddHaarMeasure := by
    rw [Measure.volume_eq_prod]
    infer_instance
  have hF : ∀ z : ℝ × ℝ, HasLineDerivAt ℝ (fun z : ℝ × ℝ => f z.1 * g z.2)
      (f' z.1 * g z.2 + f z.1 * g' z.2) z ((1 : ℝ), (1 : ℝ)) := by
    intro z
    have h1 : HasDerivAt (fun t : ℝ => f (z.1 + t)) (f' z.1) 0 :=
      HasDerivAt.comp_const_add z.1 0 (by simpa using hf z.1)
    have h2 : HasDerivAt (fun t : ℝ => g (z.2 + t)) (g' z.2) 0 :=
      HasDerivAt.comp_const_add z.2 0 (by simpa using hg z.2)
    simpa [HasLineDerivAt] using h1.fun_mul h2
  -- the interaction is constant along the common shift, so `k` need not be differentiable
  have hK : ∀ z : ℝ × ℝ, HasLineDerivAt ℝ (fun z : ℝ × ℝ => k (z.1 - z.2))
      0 z ((1 : ℝ), (1 : ℝ)) := by
    intro z
    have e : (fun t : ℝ => k ((z + t • ((1 : ℝ), (1 : ℝ))).1 - (z + t • ((1 : ℝ), (1 : ℝ))).2))
        = fun _ => k (z.1 - z.2) := by
      funext t
      simp
    unfold HasLineDerivAt
    rw [e]
    exact hasDerivAt_const _ _
  have i1 : Integrable (fun z : ℝ × ℝ =>
      (f' z.1 * g z.2 + f z.1 * g' z.2) * k (z.1 - z.2)) :=
    ((integrable_coupled hk hM If' Ig).add (integrable_coupled hk hM If Ig')).congr
      (ae_of_all _ fun z => by simp only [Pi.add_apply]; ring)
  have h := integral_bilinear_hasLineDerivAt_right_eq_neg_left_of_integrable
    (μ := (volume : Measure (ℝ × ℝ))) (B := ContinuousLinearMap.mul ℝ ℝ)
    (g' := fun _ => (0 : ℝ)) i1 (by simp) (integrable_coupled hk hM If Ig) hF hK
  simp only [ContinuousLinearMap.mul_apply', mul_zero, integral_zero] at h
  linarith

end ElectronTransfer
```

The compiler's answer:

```
Main.lean:29:2: warning: Try this: 
  haveI̵

The goal is a proposition, so `have` is preferred over `haveI`.
The difference between `have` and `haveI` is that `haveI` inlines the value.
But this is not relevant for proofs because of proof irrelevance.

Note: This linter can be disabled with `set_option linter.style.haveILetI false`
Main.lean:57:75: error: Application type mismatch: The argument
  hF
has type
  ∀ (z : ℝ × ℝ), HasLineDerivAt ℝ (fun z => f z.1 * g z.2) (f' z.1 * g z.2 + f z.1 * g' z.2) z (1, 1)
but is expected to have type
  ∀ x ∈ tsupport fun x => k (x.1 - x.2),
    HasLineDerivAt ℝ (fun x => f x.1 * g x.2) (f' x.1 * g x.2 + f x.1 * g' x.2) x ?m.459
in the application
  integral_bilinear_hasLineDerivAt_right_eq_neg_left_of_integrable i1 ?m.465 (integrable_coupled hk hM If Ig) hF
Main.lean:28:74: error: unsolved goals
k f f' g g' : ℝ → ℝ
M : ℝ
hk : Measurable k
hM : ∀ (u : ℝ), |k u| ≤ M
hf : ∀ (x : ℝ), HasDerivAt f (f' x) x
hg : ∀ (x : ℝ), HasDerivAt g (g' x) x
If : Integrable f volume
If' : Integrable f' volume
Ig : Integrable g volume
Ig' : Integrable g' volume
this : volume.IsAddHaarMeasure
hF : ∀ (z : ℝ × ℝ), HasLineDerivAt ℝ (fun z => f z.1 * g z.2) (f' z.1 * g z.2 + f z.1 * g' z.2) z (1, 1)
hK : ∀ (z : ℝ × ℝ), HasLineDerivAt ℝ (fun z => k (z.1 - z.2)) 0 z (1, 1)
i1 : Integrable (fun z => (f' z.1 * g z.2 + f z.1 * g' z.2) * k (z.1 - z.2)) volume
⊢ ∫ (z : ℝ × ℝ), (f' z.1 * g z.2 + f z.1 * g' z.2) * k (z.1 - z.2) = 0
```

The first error is a mismatch in the form of a hypothesis. The integration-by-parts lemma asks for the line derivative of f(x)g(y) only at points of `tsupport fun x => k (x.1 - x.2)`, the closure of the set where the interaction is nonzero. Its argument must therefore accept a point and a proof that the point lies in that set. `hF` gives the derivative at every point, which is mathematically stronger, but it takes no such proof, and Lean does not convert one form to the other by itself.

The repair writes `fun z _ => hF z`, which accepts the membership proof and ignores it. `hK` is wrapped in the same way, since the lemma takes an extra argument there too; Lean had stopped at `hF` and not complained of it.

The "unsolved goals" error is a consequence: `h` was never obtained, so the main goal stayed open.

Changing `haveI` to `have` is mere tidying, which answers the style warning.

Lean accepts the file once it reads:

```diff
@@ -27,5 +27,5 @@
     (Ig : Integrable g) (Ig' : Integrable g') :
     ∫ z : ℝ × ℝ, (f' z.1 * g z.2 + f z.1 * g' z.2) * k (z.1 - z.2) = 0 := by
-  haveI : (volume : Measure (ℝ × ℝ)).IsAddHaarMeasure := by
+  have : (volume : Measure (ℝ × ℝ)).IsAddHaarMeasure := by
     rw [Measure.volume_eq_prod]
     infer_instance
@@ -55,5 +55,6 @@
   have h := integral_bilinear_hasLineDerivAt_right_eq_neg_left_of_integrable
     (μ := (volume : Measure (ℝ × ℝ))) (B := ContinuousLinearMap.mul ℝ ℝ)
-    (g' := fun _ => (0 : ℝ)) i1 (by simp) (integrable_coupled hk hM If Ig) hF hK
+    (g' := fun _ => (0 : ℝ)) i1 (by simp) (integrable_coupled hk hM If Ig)
+    (fun z _ => hF z) (fun z _ => hK z)
   simp only [ContinuousLinearMap.mul_apply', mul_zero, integral_zero] at h
   linarith
```
